# In a complete orthonormal set of s,p hybrids, each s-character is the squared volume of the other p-parts

## From three bonding hybrids to the lone pair

Suppose that three orthonormal bonding hybrids on an atom are known, each a real combination of one s and three p orbitals, and that the s-character of the remaining lone-pair hybrid is wanted. It can be computed without constructing the fourth hybrid: take the p-parts of the three bonding hybrids as vectors, form their scalar triple product, and square it. The magnitude of the triple product is the volume of the parallelepiped that the three vectors span, and this is the volume meant throughout.

If the three p-parts lie in a plane, the volume is zero and the lone pair is a pure p orbital. If they form a pyramid, the volume is nonzero and the lone pair has some s-character. The four s-characters of a complete orthonormal set also add up to one, so the squared volume must equal one minus the sum of the three bonding s-characters. For hybrids confined to a single s,p shell, a disagreement between the two numbers shows that the coefficients are not exactly orthonormal.

## Hybrids as amplitudes and vectors

Let one s orbital and $n$ p orbitals form an orthonormal basis. A hybrid with index $i$, where $i=0,\dots,n$, has a real s amplitude $a_i$ and a p-part $v_i\in\mathbb R^n$. Its s-character is $a_i^2$ and its p-character is $1-a_i^2$. Orthonormality of the $n+1$ hybrids reads

$$a_i a_j + v_i\cdot v_j=\delta_{ij}.$$

This is the hypothesis `IsHybridSet a v`. The index type `Fin (n + 1)` counts from zero, and `⬝ᵥ` is the ordinary dot product.

For a chosen $k$, let $P_k$ be the $n\times n$ matrix whose rows are the p-parts of all hybrids except the $k$-th, in their original order. In the file this is `otherPParts v k`; the function `k.succAbove` runs through the indices while skipping $k$. The main theorem, `sCharacter_eq_sq_volume`, states that for every $k$

$$a_k^2=(\det P_k)^2.$$

Its companion `sAmplitude_eq_zero_iff` states that $a_k=0$ exactly when the rows of $P_k$ are linearly dependent.

Orthonormality is assumed, not derived from a Hamiltonian or a localisation procedure. The set must be complete, with as many hybrids as basis orbitals. Admixtures of d or polarisation functions lie beyond the model, and nothing in it distinguishes a lone pair from a bonding hybrid except the label we give it.

## The cofactor derivation

Put the hybrids into a matrix $U$ with rows $(a_i,v_i)$, so that column $0$ holds the s amplitudes. Orthonormality says $UU^{\mathsf T}=1$. With $D=\det U$, taking determinants gives $D^2=1$.

The adjugate satisfies $(\operatorname{adj}U)\,U=D\,1$ for any square matrix. Hence

$$\operatorname{adj}U=(\operatorname{adj}U)\,UU^{\mathsf T}=D\,U^{\mathsf T}.$$

Now take the entry in row $0$ and column $k$. On the right it is $D\,U_{k0}=D\,a_k$. On the left it is the cofactor of $U_{k0}$, which is $(-1)^k$ times the determinant of $U$ with row $k$ and column $0$ deleted. What remains after the deletion is $P_k$, so

$$D\,a_k=(-1)^k\det P_k.$$

Multiplying by $D$ and using $D^2=1$ gives the signed formula

$$a_k=D\,(-1)^k\det P_k.$$

Both signs disappear on squaring, which proves the main theorem. Since a square matrix has zero determinant exactly when its rows are linearly dependent, the vanishing criterion follows.

## Separating p-character from direction

Number the hybrids other than the $k$-th by $i=0,\dots,n-1$, and let $i'$ be the original index of the $i$-th of them. Write $v_{i'}=c_i d_i$ with $d_i$ a unit vector. Normalisation gives $a_{i'}^2+c_i^2=1$, so $c_i^2$ is the p-character of that hybrid. If $N$ is the matrix with rows $d_i$, then $P_k=\operatorname{diag}(c)\,N$, and therefore

$$a_k^2=\Big(\prod_{i}(1-a_{i'}^2)\Big)(\det N)^2.$$

The first factor is written in terms of the composition of the other hybrids, the second in terms of their directions. The two cannot be chosen independently, because orthogonality requires $a_{i'}a_{j'}+c_ic_j\,d_i\cdot d_j=0$ for $i\neq j$.

For $n=3$ and $k=3$ the determinant is a scalar triple product:

$$a_3^2=\big(v_0\cdot(v_1\times v_2)\big)^2.$$

The tetrahedral hybrids illustrate it. With $v_0=\tfrac12(1,1,1)$, $v_1=\tfrac12(1,-1,-1)$ and $v_2=\tfrac12(-1,1,-1)$, the cross product is $v_1\times v_2=\tfrac12(1,1,0)$ and the triple product is $\tfrac12$. The s-character of the fourth hybrid is thus $\tfrac14$, as expected for sp³.

## The Lean file

```lean
import Mathlib

open Matrix

namespace HybridSCharacterVolume

noncomputable section

/-- Orthonormality of `n + 1` real hybrids, the `i`-th having s amplitude `a i` and
p-part `v i` in an orthonormal basis of one s and `n` p orbitals. -/
def IsHybridSet {n : ℕ} (a : Fin (n + 1) → ℝ) (v : Fin (n + 1) → Fin n → ℝ) : Prop :=
  ∀ i j, a i * a j + v i ⬝ᵥ v j = if i = j then 1 else 0

/-- The coefficient matrix of the hybrids: one row per hybrid, the s amplitude first. -/
def hybridMatrix {n : ℕ} (a : Fin (n + 1) → ℝ) (v : Fin (n + 1) → Fin n → ℝ) :
    Matrix (Fin (n + 1)) (Fin (n + 1)) ℝ :=
  Matrix.of fun i => Matrix.vecCons (a i) (v i)

/-- The square matrix whose rows are the p-parts of all hybrids except the `k`-th. -/
def otherPParts {n : ℕ} (v : Fin (n + 1) → Fin n → ℝ) (k : Fin (n + 1)) :
    Matrix (Fin n) (Fin n) ℝ :=
  Matrix.of fun i => v (k.succAbove i)

/-- The coefficient matrix of orthonormal hybrids is orthogonal. -/
theorem hybridMatrix_mul_transpose {n : ℕ} {a : Fin (n + 1) → ℝ}
    {v : Fin (n + 1) → Fin n → ℝ} (h : IsHybridSet a v) :
    hybridMatrix a v * (hybridMatrix a v)ᵀ = 1 := by
  ext i j
  rw [Matrix.mul_apply, Fin.sum_univ_succ, Matrix.one_apply]
  exact h i j

/-- The s amplitude of the `k`-th hybrid is, up to the sign `(-1) ^ k` and the determinant
of the coefficient matrix, the determinant of the other p-parts. -/
theorem sAmplitude_eq_signed_det {n : ℕ} {a : Fin (n + 1) → ℝ}
    {v : Fin (n + 1) → Fin n → ℝ} (h : IsHybridSet a v) (k : Fin (n + 1)) :
    a k = (hybridMatrix a v).det * ((-1) ^ (k : ℕ) * (otherPParts v k).det) := by
  have hU := hybridMatrix_mul_transpose h
  have hD : (hybridMatrix a v).det * (hybridMatrix a v).det = 1 := by
    have h1 := congrArg Matrix.det hU
    rwa [Matrix.det_mul, Matrix.det_transpose, Matrix.det_one] at h1
  -- for an orthogonal matrix the cofactors are the entries themselves, up to the determinant
  have hadj : (hybridMatrix a v).adjugate
      = (hybridMatrix a v).det • (hybridMatrix a v)ᵀ := by
    calc (hybridMatrix a v).adjugate
        = (hybridMatrix a v).adjugate * (hybridMatrix a v * (hybridMatrix a v)ᵀ) := by
          rw [hU, mul_one]
      _ = (hybridMatrix a v).det • (hybridMatrix a v)ᵀ := by
          rw [← mul_assoc, Matrix.adjugate_mul, Matrix.smul_mul, one_mul]
  -- deleting the s column and the k-th row leaves the other p-parts
  have hsub : (hybridMatrix a v).submatrix k.succAbove (Fin.succAbove 0)
      = otherPParts v k := by
    ext i j
    simp [hybridMatrix, otherPParts]
  have h0 := congrFun (congrFun hadj 0) k
  rw [Matrix.adjugate_fin_succ_eq_det_submatrix, hsub] at h0
  have hk : hybridMatrix a v k 0 = a k := rfl
  have hz : ((0 : Fin (n + 1)) : ℕ) = 0 := rfl
  rw [Matrix.smul_apply, Matrix.transpose_apply, smul_eq_mul, hk, hz, add_zero] at h0
  linear_combination (-(hybridMatrix a v).det) * h0 - a k * hD

/-- The s-character of any one hybrid equals the squared determinant, that is the squared
volume, spanned by the p-parts of all the others. -/
theorem sCharacter_eq_sq_volume {n : ℕ} {a : Fin (n + 1) → ℝ}
    {v : Fin (n + 1) → Fin n → ℝ} (h : IsHybridSet a v) (k : Fin (n + 1)) :
    a k ^ 2 = (otherPParts v k).det ^ 2 := by
  have hD : (hybridMatrix a v).det ^ 2 = 1 := by
    have h1 := congrArg Matrix.det (hybridMatrix_mul_transpose h)
    rw [Matrix.det_mul, Matrix.det_transpose, Matrix.det_one] at h1
    rw [sq, h1]
  have hs : ((-1 : ℝ) ^ (k : ℕ)) ^ 2 = 1 := by
    rw [← pow_mul, mul_comm, pow_mul]
    norm_num
  -- both signs disappear on squaring
  rw [sAmplitude_eq_signed_det h k, mul_pow, mul_pow, hD, hs, one_mul, one_mul]

/-- A hybrid has no s amplitude exactly when the p-parts of the other hybrids are
linearly dependent. -/
theorem sAmplitude_eq_zero_iff {n : ℕ} {a : Fin (n + 1) → ℝ}
    {v : Fin (n + 1) → Fin n → ℝ} (h : IsHybridSet a v) (k : Fin (n + 1)) :
    a k = 0 ↔ ¬ LinearIndependent ℝ (fun i => v (k.succAbove i)) := by
  have hli : LinearIndependent ℝ (fun i => v (k.succAbove i))
      ↔ (otherPParts v k).det ≠ 0 := by
    rw [← isUnit_iff_ne_zero, ← Matrix.isUnit_iff_isUnit_det]
    have h1 := Matrix.linearIndependent_rows_iff_isUnit (A := otherPParts v k)
    exact h1
  have hsq := sCharacter_eq_sq_volume h k
  rw [hli, not_not]
  constructor
  · intro h0
    rw [h0] at hsq
    exact pow_eq_zero_iff (two_ne_zero) |>.mp (by linarith)
  · intro h0
    rw [h0] at hsq
    exact pow_eq_zero_iff (two_ne_zero) |>.mp (by linarith)

/-- If the other hybrids point along unit vectors `d i`, the s-character of the `k`-th hybrid
is the product of their p-characters times the squared determinant of the directions. -/
theorem sCharacter_eq_pCharacters_mul_directions {n : ℕ} {a : Fin (n + 1) → ℝ}
    {v : Fin (n + 1) → Fin n → ℝ} (h : IsHybridSet a v) (k : Fin (n + 1))
    (c : Fin n → ℝ) (d : Fin n → Fin n → ℝ) (hd : ∀ i, d i ⬝ᵥ d i = 1)
    (hv : ∀ i, v (k.succAbove i) = c i • d i) :
    a k ^ 2 = (∏ i, (1 - a (k.succAbove i) ^ 2)) * (Matrix.of d).det ^ 2 := by
  -- normalisation fixes the length of each p-part
  have hc : ∀ i, 1 - a (k.succAbove i) ^ 2 = c i ^ 2 := by
    intro i
    have h1 := h (k.succAbove i) (k.succAbove i)
    rw [if_pos rfl, hv i, smul_dotProduct, dotProduct_smul, hd i, smul_eq_mul,
      smul_eq_mul] at h1
    linear_combination -h1
  have hP : otherPParts v k = Matrix.diagonal c * Matrix.of d := by
    ext i j
    rw [Matrix.diagonal_mul]
    exact congrFun (hv i) j
  rw [sCharacter_eq_sq_volume h k, hP, Matrix.det_mul, Matrix.det_diagonal, mul_pow,
    Finset.prod_congr rfl (fun i _ => hc i), Finset.prod_pow]

/-- For four orthonormal hybrids of one s and three p orbitals, the s-character of the last
is the squared scalar triple product of the p-parts of the first three. -/
theorem lonePair_sCharacter_eq_sq_triple {a : Fin 4 → ℝ} {v : Fin 4 → Fin 3 → ℝ}
    (h : IsHybridSet a v) :
    a 3 ^ 2 = (v 0 ⬝ᵥ (crossProduct (v 1) (v 2))) ^ 2 := by
  have e0 : (3 : Fin 4).succAbove (0 : Fin 3) = 0 := by decide
  have e1 : (3 : Fin 4).succAbove (1 : Fin 3) = 1 := by decide
  have e2 : (3 : Fin 4).succAbove (2 : Fin 3) = 2 := by decide
  have hdet : (otherPParts v 3).det = v 0 ⬝ᵥ (crossProduct (v 1) (v 2)) := by
    rw [Matrix.det_fin_three]
    simp only [otherPParts, Matrix.of_apply, e0, e1, e2, cross_apply, dotProduct,
      Fin.sum_univ_three, Matrix.cons_val_zero, Matrix.cons_val_one, Matrix.cons_val]
    ring
  rw [sCharacter_eq_sq_volume h 3, hdet]

/-- Four hybrids with s amplitude `1/2` and p-parts along alternating corners of a cube
are orthonormal. -/
theorem isHybridSet_witness :
    IsHybridSet (n := 3) (fun _ => 1 / 2)
      ![![1 / 2, 1 / 2, 1 / 2], ![1 / 2, -1 / 2, -1 / 2],
        ![-1 / 2, 1 / 2, -1 / 2], ![-1 / 2, -1 / 2, 1 / 2]] := by
  intro i j
  fin_cases i <;> fin_cases j <;> norm_num [dotProduct, Fin.sum_univ_succ]

end

end HybridSCharacterVolume
```

```lean
#print axioms HybridSCharacterVolume.sCharacter_eq_sq_volume
#print axioms HybridSCharacterVolume.sAmplitude_eq_zero_iff
#print axioms HybridSCharacterVolume.sCharacter_eq_pCharacters_mul_directions
#print axioms HybridSCharacterVolume.lonePair_sCharacter_eq_sq_triple
```

```
'HybridSCharacterVolume.sCharacter_eq_sq_volume' depends on axioms: [propext, Classical.choice, Quot.sound]
'HybridSCharacterVolume.sAmplitude_eq_zero_iff' depends on axioms: [propext, Classical.choice, Quot.sound]
'HybridSCharacterVolume.sCharacter_eq_pCharacters_mul_directions' depends on axioms: [propext, Classical.choice, Quot.sound]
'HybridSCharacterVolume.lonePair_sCharacter_eq_sq_triple' depends on axioms: [propext, Classical.choice, Quot.sound]
```

## How the proof follows the derivation

`hybridMatrix_mul_transpose` proves $UU^{\mathsf T}=1$ entry by entry. Splitting off the first term of the matrix-product sum separates $a_ia_j$ from the dot product, and what is left is the orthonormality hypothesis.

`sAmplitude_eq_signed_det` contains the cofactor argument. Its intermediate fact `hD` is $D^2=1$, `hadj` is $\operatorname{adj}U=D\,U^{\mathsf T}$, and `hsub` identifies the deleted matrix with $P_k$. The equation `h0` is the $(0,k)$ entry of `hadj`, with the adjugate expanded as a signed minor. The closing `linear_combination` multiplies it by $D$ and uses $D^2=1$.

`sCharacter_eq_sq_volume` squares this formula, with `hD` and `hs` removing the two signs. `sAmplitude_eq_zero_iff` then links three conditions: independent rows, an invertible matrix and a nonzero determinant. The squared identity carries a zero from the determinant to the amplitude and back.

In `sCharacter_eq_pCharacters_mul_directions`, `hc` extracts $c_i^2$ from normalisation and `hP` factorises $P_k$; the determinant of the product finishes the argument. `lonePair_sCharacter_eq_sq_triple` expands the $3\times3$ determinant and the triple product into components, and `ring` confirms that they agree.

Finally, `isHybridSet_witness` checks all sixteen pairs of tetrahedral hybrids, which shows that the orthonormality hypothesis is satisfied by a familiar set.
